# The Rocard susceptibility falls off as −Δ/(ττ′w²) at high frequency

The Rocard model here gives the susceptibility χ(w) = Δ / ((1 − iwτ)(1 − iwτ′)), with a real amplitude Δ and two relaxation times τ and τ′, both positive. The theorem states that w²χ(w) tends to −Δ/(ττ′) as the real frequency w goes to +∞. The proof first finds the limit of Δ / ((w⁻¹ − iτ)(w⁻¹ − iτ′)), using the fact that w⁻¹ tends to zero. It then sets out to show that this expression equals w²χ(w) for every w > 0, by taking a factor w out of each denominator and cancelling w².

An attempt in Lean 4 with a fault in it:

```lean
import Mathlib

open Filter Topology MeasureTheory Set

namespace DebyeRocardSumRule

noncomputable section

/-- The Rocard susceptibility `Δ / ((1 - i w τ) (1 - i w τ'))`, with a second relaxation time. -/
def rocard (Δ τ τ' w : ℝ) : ℂ :=
  (Δ : ℂ) / ((1 - Complex.I * w * τ) * (1 - Complex.I * w * τ'))

/-- In the Rocard model `w² χ(w)` tends to `-Δ / (τ τ')` at high frequency. -/
theorem rocard_high_frequency (Δ : ℝ) {τ τ' : ℝ} (hτ : 0 < τ) (hτ' : 0 < τ') :
    Tendsto (fun w : ℝ => (w : ℂ) ^ 2 * rocard Δ τ τ' w) atTop
      (𝓝 (-((Δ : ℂ) / (τ * τ')))) := by
  have hi : Tendsto (fun w : ℝ => ((w⁻¹ : ℝ) : ℂ)) atTop (𝓝 ((0 : ℝ) : ℂ)) :=
    (Complex.continuous_ofReal.tendsto 0).comp tendsto_inv_atTop_zero
  have e : (((0 : ℝ) : ℂ) - Complex.I * τ) * (((0 : ℝ) : ℂ) - Complex.I * τ')
      = -((τ : ℂ) * τ') := by
    push_cast
    linear_combination ((τ : ℂ) * τ') * Complex.I_sq
  have hne : -((τ : ℂ) * τ') ≠ 0 :=
    neg_ne_zero.mpr (mul_ne_zero (Complex.ofReal_ne_zero.mpr hτ.ne')
      (Complex.ofReal_ne_zero.mpr hτ'.ne'))
  have hden := (hi.sub_const (Complex.I * τ)).mul (hi.sub_const (Complex.I * τ'))
  rw [e] at hden
  have h := (tendsto_const_nhds (x := (Δ : ℂ))).div hden hne
  rw [div_neg] at h
  refine h.congr' ?_
  filter_upwards [eventually_gt_atTop 0] with w hw
  have hw' : (w : ℂ) ≠ 0 := Complex.ofReal_ne_zero.mpr hw.ne'
  -- pull one factor `w` out of each relaxation denominator
  have key : ∀ t : ℂ, 1 - Complex.I * w * t = w * (((w⁻¹ : ℝ) : ℂ) - Complex.I * t) := by
    intro t
    rw [Complex.ofReal_inv, mul_sub, mul_inv_cancel₀ hw']
    ring
  have hprod : ∀ a b : ℂ, (w : ℂ) * a * (w * b) = (w : ℂ) ^ 2 * (a * b) := by
    intro a b; ring
  unfold rocard
  rw [key, key, hprod, ← mul_div_assoc, mul_div_mul_left _ _ (pow_ne_zero 2 hw')]

end

end DebyeRocardSumRule
```

Lean reports:

```
Main.lean:16:37: error: unsolved goals
Δ τ τ' : ℝ
hτ : 0 < τ
hτ' : 0 < τ'
hi : Tendsto (fun w => ↑w⁻¹) atTop (𝓝 ↑0)
e : (↑0 - Complex.I * ↑τ) * (↑0 - Complex.I * ↑τ') = -(↑τ * ↑τ')
hne : -(↑τ * ↑τ') ≠ 0
hden : Tendsto (fun x => (↑x⁻¹ - Complex.I * ↑τ) * (↑x⁻¹ - Complex.I * ↑τ')) atTop (𝓝 (-(↑τ * ↑τ')))
h : Tendsto ((fun x => ↑Δ) / fun x => (↑x⁻¹ - Complex.I * ↑τ) * (↑x⁻¹ - Complex.I * ↑τ')) atTop (𝓝 (-(↑Δ / (↑τ * ↑τ'))))
w : ℝ
hw : 0 < w
hw' : ↑w ≠ 0
key : ∀ (t : ℂ), 1 - Complex.I * ↑w * t = ↑w * (↑w⁻¹ - Complex.I * t)
hprod : ∀ (a b : ℂ), ↑w * a * (↑w * b) = ↑w ^ 2 * (a * b)
⊢ ((fun x => ↑Δ) / fun x => (↑x⁻¹ - Complex.I * ↑τ) * (↑x⁻¹ - Complex.I * ↑τ')) w =
    ↑Δ / ((↑w⁻¹ - Complex.I * ↑τ) * (↑w⁻¹ - Complex.I * ↑τ'))
```

Diagnosis. The one message reports a goal left open at the end of the proof. Its two sides are the same quotient in different forms. On the right is an ordinary division of complex numbers. On the left is a quotient of two functions, `(fun x => ↑Δ) / fun x => …`, applied to `w`. That form comes from `h`, which was built with `.div` and so speaks of a quotient of functions, and `h.congr'` carried it into the goal.

The rewrites in the last `rw` all succeed and bring the right side to the wanted form. After rewriting, `rw` also tries to close the goal by `rfl`, but only at reducible transparency, which does not unfold the division of functions into division of their values. The goal therefore stays open.

The added line `simp only [Pi.div_apply]` does that unfolding: the lemma says that `(f / g) w` is `f w / g w`. Once the functions are evaluated at `w`, both sides are identical and `simp` closes the goal.

The change, after which it compiles:

```diff
@@ -40,4 +40,5 @@
   unfold rocard
   rw [key, key, hprod, ← mul_div_assoc, mul_div_mul_left _ _ (pow_ne_zero 2 hw')]
+  simp only [Pi.div_apply]
 
 end
```
